# Unsöld bounds on the second-order energy from the variance of the perturbation and limits on the excitation energies

An atom in its ground state is placed in a weak static electric field. Its energy shift at second order is a sum over all excited states, each with its own coupling and excitation energy. The variance of the perturbation needs only the ground state. How much does it say about the shift if all we know of the spectrum is a lower and an upper limit on the excitation energies?

For a system with finitely many states, a symmetric perturbation V and excitation energies between m > 0 and M, the second-order energy E₂ satisfies

−s/m ≤ E₂ ≤ −s/M,

where s is the variance of V in the ground state. Unsöld's approximation replaces all excitation energies by one mean value Δ, so that E₂ ≈ −s/Δ. The bounds do not supply the Δ that makes this exact, but for s > 0 they confine it to the interval from m to M. In a finite-state model of an atom in a static field, the bounds bracket the polarizability of the model, with s computed from V restricted to the model's states. The excitation energies of a real atom have no upper limit, so M belongs to the model.

## States, energies and the variance

```lean
import Mathlib

open scoped InnerProductSpace ComplexConjugate

namespace UnsoeldBounds

noncomputable section

variable {ι H : Type*} [Fintype ι] [NormedAddCommGroup H] [InnerProductSpace ℂ H]
```

The finite type `ι` labels the states, and `H` is the complex space they live in. The notation `⟪x, y⟫_ℂ` is the bracket ⟨x|y⟩, conjugate-linear in the first entry.

```lean
/-- The unperturbed Hamiltonian with energies `E k` and orthonormal eigenstates `b k`,
applied to a state `ψ`. -/
def unperturbed (b : OrthonormalBasis ι ℂ H) (E : ι → ℝ) (ψ : H) : H :=
  ∑ k, ((E k : ℂ) * ⟪b k, ψ⟫_ℂ) • b k
```

An `OrthonormalBasis` `b` supplies the eigenstates b_k, and `E` supplies a real energy E_k for each. The Hamiltonian is defined by its spectral sum:

H₀ψ = ∑_k E_k ⟨b_k|ψ⟩ b_k.

The eigenstates are therefore given data; no Hamiltonian is diagonalised.

```lean
/-- The variance `⟨V²⟩ - ⟨V⟩²` of a symmetric operator `V` in the normalised state `φ`. -/
def variance (V : H →ₗ[ℂ] H) (φ : H) : ℝ :=
  (⟪φ, V (V φ)⟫_ℂ).re - (⟪φ, V φ⟫_ℂ).re ^ 2
```

`H →ₗ[ℂ] H` is the type of linear operators on H. For a normalised state φ the definition reads

⟨φ|V²φ⟩ − ⟨φ|Vφ⟩².

The real parts `.re` make the result a real number. For symmetric V they discard nothing, because both expectation values are real.

```lean
/-- The component of `H₀ ψ` along an eigenstate is its energy times the component of `ψ`. -/
theorem inner_unperturbed (b : OrthonormalBasis ι ℂ H) (E : ι → ℝ) (ψ : H) (k : ι) :
    ⟪b k, unperturbed b E ψ⟫_ℂ = (E k : ℂ) * ⟪b k, ψ⟫_ℂ :=
  b.orthonormal.inner_right_fintype (fun j => (E j : ℂ) * ⟪b j, ψ⟫_ℂ) k
```

In ordinary notation, ⟨b_k|H₀ψ⟩ = E_k⟨b_k|ψ⟩. Orthonormality picks the k-th term out of the spectral sum.

```lean
/-- The bracket `⟨x|y⟩` times the reversed bracket `⟨y|x⟩` is the squared modulus of `⟨y|x⟩`. -/
theorem inner_mul_inner_swap (x y : H) :
    ⟪x, y⟫_ℂ * ⟪y, x⟫_ℂ = ((‖⟪y, x⟫_ℂ‖ ^ 2 : ℝ) : ℂ) := by
  rw [← inner_conj_symm x y, mul_comm, Complex.mul_conj, Complex.normSq_eq_norm_sq]
```

This is ⟨x|y⟩⟨y|x⟩ = |⟨y|x⟩|². It will be used with x = V b_o and y = b_k, where it gives the squared coupling.

## The second-order energy and the equation behind it

```lean
variable [DecidableEq ι]

/-- For symmetric `V`, the second-order energy of `b o` as a sum over the other states; its domain
is `E k ≠ E o` for all `k ≠ o`. -/
def secondOrderEnergy (b : OrthonormalBasis ι ℂ H) (E : ι → ℝ) (V : H →ₗ[ℂ] H) (o : ι) : ℝ :=
  -∑ k ∈ Finset.univ.erase o, ‖⟪b k, V (b o)⟫_ℂ‖ ^ 2 / (E k - E o)
```

The label `o` marks the reference state b_o, written b₀ in the code's comments. With V_ko = ⟨b_k|V b_o⟩, the definition is

E₂ = −∑_{k≠o} |V_ko|²/(E_k − E_o).

`Finset.univ.erase o` is the set of all labels except o. The formula is meant for symmetric V. Lean gives division by zero the value 0, so a state that has energy E_o and couples to b_o would drop out of the sum unnoticed. The theorems about E₂ therefore assume that no other state has energy E_o, or something stronger.

```lean
/-- The first-order correction to the state `b o`, with no component along `b o`; its domain is
`E k ≠ E o` for all `k ≠ o`. -/
def firstOrderState (b : OrthonormalBasis ι ℂ H) (E : ι → ℝ) (V : H →ₗ[ℂ] H) (o : ι) : H :=
  ∑ k, (if k = o then 0 else -⟪b k, V (b o)⟫_ℂ / ((E k : ℂ) - E o)) • b k
```

The first-order correction has coefficient −V_ko/(E_k − E_o) along each b_k with k ≠ o, and coefficient 0 along b_o.

```lean
variable (b : OrthonormalBasis ι ℂ H) (E : ι → ℝ) (V : H →ₗ[ℂ] H) (o : ι)

/-- If no other state has the energy `E o`, the first-order state solves the first-order
equation `(H₀ - E₀) ψ = (E₁ - V) b₀`. -/
theorem firstOrderState_solves (hgap : ∀ k, k ≠ o → E k ≠ E o) :
    unperturbed b E (firstOrderState b E V o) - (E o : ℂ) • firstOrderState b E V o
      = ⟪b o, V (b o)⟫_ℂ • b o - V (b o) := by
  have hc : ∀ k, ⟪b k, firstOrderState b E V o⟫_ℂ
      = if k = o then 0 else -⟪b k, V (b o)⟫_ℂ / ((E k : ℂ) - E o) := fun k =>
    b.orthonormal.inner_right_fintype
      (fun k => if k = o then 0 else -⟪b k, V (b o)⟫_ℂ / ((E k : ℂ) - E o)) k
  -- compare the components along each eigenstate
  apply b.repr.injective
  ext k
  rw [b.repr_apply_apply, b.repr_apply_apply, inner_sub_right, inner_sub_right,
    inner_smul_right, inner_smul_right, inner_unperturbed, hc,
    orthonormal_iff_ite.mp b.orthonormal k o]
  by_cases hk : k = o
  · simp [hk]
  · have hg : (E k : ℂ) - E o ≠ 0 := sub_ne_zero.mpr (by exact_mod_cast hgap k hk)
    simp only [if_neg hk]
    linear_combination div_mul_cancel₀ (-⟪b k, V (b o)⟫_ℂ) hg
```

Expand the eigenvalue equation of H₀ + λV in powers of λ, with state b_o + λψ + … and energy E_o + λE₁ + λ²E₂ + …. The first order gives

(H₀ − E_o)ψ = (E₁ − V)b_o, with E₁ = V_oo.

The theorem says that the state just defined solves this equation. To check it, take components along b_k. For k = o, the left side is 0 and the right side is V_oo − V_oo = 0. For k ≠ o, the left side is

(E_k − E_o) · (−V_ko/(E_k − E_o)) = −V_ko,

which is also the right side. In Lean, `b.repr.injective` and `ext k` reduce the vector equation to its components, and `by_cases hk : k = o` separates the two cases. Symmetry of V is not needed here.

```lean
/-- For symmetric `V` and no other state at the energy `E o`, every solution `ψ` of the
first-order equation gives `⟨b₀, (V - E₁) ψ⟩` equal to the sum over states. -/
theorem secondOrderEnergy_of_firstOrder (hV : V.IsSymmetric)
    (hgap : ∀ k, k ≠ o → E k ≠ E o) (ψ : H)
    (hψ : unperturbed b E ψ - (E o : ℂ) • ψ = ⟪b o, V (b o)⟫_ℂ • b o - V (b o)) :
    ⟪b o, V ψ⟫_ℂ - ⟪b o, V (b o)⟫_ℂ * ⟪b o, ψ⟫_ℂ = (secondOrderEnergy b E V o : ℂ) := by
  rw [← hV (b o) ψ, ← b.sum_inner_mul_inner (V (b o)) ψ,
    ← Finset.add_sum_erase Finset.univ _ (Finset.mem_univ o), hV (b o) (b o),
    add_sub_cancel_left, secondOrderEnergy, Complex.ofReal_neg, Complex.ofReal_sum,
    ← Finset.sum_neg_distrib]
  refine Finset.sum_congr rfl fun k hk => ?_
  have hk' := Finset.ne_of_mem_erase hk
  have hg : (E k : ℂ) - E o ≠ 0 := sub_ne_zero.mpr (by exact_mod_cast hgap k hk')
  have h0 : ⟪b k, b o⟫_ℂ = 0 := b.orthonormal.2 hk'
  -- the first-order equation fixes the component of `ψ` along `b k`
  have h := congrArg (fun x => ⟪b k, x⟫_ℂ) hψ
  simp only [inner_sub_right, inner_smul_right, inner_unperturbed] at h
  have hc : ((E k : ℂ) - E o) * ⟪b k, ψ⟫_ℂ = -⟪b k, V (b o)⟫_ℂ := by
    linear_combination h + ⟪b o, V (b o)⟫_ℂ * h0
  rw [Complex.ofReal_div, Complex.ofReal_sub, ← inner_mul_inner_swap, ← neg_div,
    eq_div_iff hg]
  linear_combination ⟪V (b o), b k⟫_ℂ * hc
```

The second order of the expansion, projected on b_o, gives E₂ = ⟨b_o|(V − E₁)ψ⟩. The theorem says that this expression equals the sum over states for every solution ψ of the first-order equation, whatever its component along b_o.

By symmetry and completeness,

⟨b_o|Vψ⟩ = ⟨V b_o|ψ⟩ = ∑_k ⟨V b_o|b_k⟩⟨b_k|ψ⟩.

The k = o term is V_oo⟨b_o|ψ⟩, which the E₁ term cancels. For k ≠ o, the first-order equation gives ⟨b_k|ψ⟩ = −V_ko/(E_k − E_o), and the prefactor ⟨V b_o|b_k⟩ is the conjugate of V_ko. Each remaining term is thus −|V_ko|²/(E_k − E_o).

In the code, `Finset.add_sum_erase` splits off the k = o term, and `hc` is the equation for ⟨b_k|ψ⟩. The expansion in λ is the physical motivation for these two theorems; how well E₂ approximates the shift of an exact eigenvalue of H₀ + λV is a separate question.

## The variance as total coupling

```lean
/-- The variance of a symmetric `V` in `b o` is the total squared coupling to the other states. -/
theorem variance_eq_sum (hV : V.IsSymmetric) :
    variance V (b o) = ∑ k ∈ Finset.univ.erase o, ‖⟪b k, V (b o)⟫_ℂ‖ ^ 2 := by
  have h1 : (⟪b o, V (V (b o))⟫_ℂ).re = ∑ k, ‖⟪b k, V (b o)⟫_ℂ‖ ^ 2 := by
    rw [← hV (b o) (V (b o)), ← b.sum_inner_mul_inner (V (b o)) (V (b o)), Complex.re_sum]
    refine Finset.sum_congr rfl fun k _ => ?_
    rw [inner_mul_inner_swap, Complex.ofReal_re]
  -- the expectation value of `V` is real
  have him : (⟪b o, V (b o)⟫_ℂ).im = 0 := by
    have h := inner_conj_symm (𝕜 := ℂ) (b o) (V (b o))
    rw [hV (b o) (b o)] at h
    exact Complex.conj_eq_iff_im.mp h
  have h2 : ‖⟪b o, V (b o)⟫_ℂ‖ ^ 2 = (⟪b o, V (b o)⟫_ℂ).re ^ 2 := by
    rw [Complex.sq_norm, Complex.normSq_apply, him]
    ring
  rw [variance, h1, ← Finset.add_sum_erase Finset.univ _ (Finset.mem_univ o), h2,
    add_sub_cancel_left]
```

The hypothesis `V.IsSymmetric` means ⟨Vx|y⟩ = ⟨x|Vy⟩ for all x and y. Moving one V to the left and inserting the complete basis gives

⟨b_o|V²b_o⟩ = ⟨V b_o|V b_o⟩ = ∑_k |V_ko|².

Since V_oo is real, subtracting V_oo² removes exactly the k = o term:

s = ∑_{k≠o} |V_ko|².

The steps `h1`, `him` and `h2` are the completeness sum, the reality of V_oo, and |V_oo|² = V_oo².

## The two bounds

```lean
/-- Unsoeld bounds: if `V` is symmetric and all excitation energies from `b o` lie between
`m > 0` and `M`, the second-order energy lies between `-s/m` and `-s/M`, with `s` the variance
of `V` in `b o`. -/
theorem unsoeld_bounds (hV : V.IsSymmetric) {m M : ℝ} (hm : 0 < m)
    (hlo : ∀ k, k ≠ o → m ≤ E k - E o) (hhi : ∀ k, k ≠ o → E k - E o ≤ M) :
    -variance V (b o) / m ≤ secondOrderEnergy b E V o ∧
      secondOrderEnergy b E V o ≤ -variance V (b o) / M := by
  rw [variance_eq_sum b V o hV, secondOrderEnergy, neg_div, neg_div, neg_le_neg_iff,
    neg_le_neg_iff, Finset.sum_div, Finset.sum_div]
  constructor
  · refine Finset.sum_le_sum fun k hk => ?_
    exact div_le_div_of_nonneg_left (sq_nonneg _) hm (hlo k (Finset.ne_of_mem_erase hk))
  · refine Finset.sum_le_sum fun k hk => ?_
    have hk' := Finset.ne_of_mem_erase hk
    exact div_le_div_of_nonneg_left (sq_nonneg _) (hm.trans_le (hlo k hk')) (hhi k hk')
```

The hypotheses `hlo` and `hhi` say m ≤ E_k − E_o ≤ M for all k ≠ o. With m > 0, they make b_o the non-degenerate ground state; the other levels may be degenerate among themselves. For each k ≠ o,

|V_ko|²/M ≤ |V_ko|²/(E_k − E_o) ≤ |V_ko|²/m.

Summing over k ≠ o gives s/M ≤ −E₂ ≤ s/m, and a change of sign gives the claim.

The opening `rw` inserts the sum for s and removes the minus signs. `constructor` then separates the two bounds, `Finset.sum_le_sum` reduces each to single terms, and `div_le_div_of_nonneg_left` compares the denominators.

```lean
/-- For symmetric `V` and excitation energies at least `m > 0`, the lower bound is attained
exactly when every state that `V` couples to `b o` has excitation energy `m`. -/
theorem lower_bound_attained_iff (hV : V.IsSymmetric) {m : ℝ} (hm : 0 < m)
    (hlo : ∀ k, k ≠ o → m ≤ E k - E o) :
    secondOrderEnergy b E V o = -variance V (b o) / m ↔
      ∀ k, k ≠ o → ⟪b k, V (b o)⟫_ℂ ≠ 0 → E k - E o = m := by
  have hle : ∀ k ∈ Finset.univ.erase o, ‖⟪b k, V (b o)⟫_ℂ‖ ^ 2 / (E k - E o)
      ≤ ‖⟪b k, V (b o)⟫_ℂ‖ ^ 2 / m := fun k hk =>
    div_le_div_of_nonneg_left (sq_nonneg _) hm (hlo k (Finset.ne_of_mem_erase hk))
  rw [variance_eq_sum b V o hV, secondOrderEnergy, neg_div, neg_inj, Finset.sum_div,
    Finset.sum_eq_sum_iff_of_le hle]
  constructor
  · intro h k hk hv
    have h1 := h k (Finset.mem_erase.mpr ⟨hk, Finset.mem_univ k⟩)
    have hN : ‖⟪b k, V (b o)⟫_ℂ‖ ^ 2 ≠ 0 := pow_ne_zero 2 (norm_ne_zero_iff.mpr hv)
    rw [div_eq_div_iff (hm.trans_le (hlo k hk)).ne' hm.ne'] at h1
    exact (mul_left_cancel₀ hN h1).symm
  · intro h k hk
    by_cases hv : ⟪b k, V (b o)⟫_ℂ = 0
    · simp [hv]
    · rw [h k (Finset.ne_of_mem_erase hk) hv]
```

The lower bound is an equality exactly when every state with V_ko ≠ 0 has excitation energy m. Uncoupled states may lie anywhere at or above that gap.

Each term of −E₂ is at most the corresponding term of s/m, so the two sums agree only if all terms agree; this is `Finset.sum_eq_sum_iff_of_le`. If V_ko ≠ 0, cancelling |V_ko|² from the equal terms leaves E_k − E_o = m. If V_ko = 0, both terms vanish.

## An energy-weighted moment in place of the largest gap

```lean
/-- For symmetric `V` and positive excitation energies, the squared variance is at most `-E₂`
times the energy-weighted moment `⟨V b₀, (H₀ - E₀) V b₀⟩`. -/
theorem variance_sq_le_moment (hV : V.IsSymmetric) (hgap : ∀ k, k ≠ o → 0 < E k - E o) :
    variance V (b o) ^ 2 ≤ -secondOrderEnergy b E V o *
      (⟪V (b o), unperturbed b E (V (b o)) - (E o : ℂ) • V (b o)⟫_ℂ).re := by
  have ht : ∀ k, (⟪V (b o), b k⟫_ℂ *
      ⟪b k, unperturbed b E (V (b o)) - (E o : ℂ) • V (b o)⟫_ℂ).re
      = (E k - E o) * ‖⟪b k, V (b o)⟫_ℂ‖ ^ 2 := by
    intro k
    have h : ⟪V (b o), b k⟫_ℂ * ⟪b k, unperturbed b E (V (b o)) - (E o : ℂ) • V (b o)⟫_ℂ
        = (((E k - E o) * ‖⟪b k, V (b o)⟫_ℂ‖ ^ 2 : ℝ) : ℂ) := by
      rw [inner_sub_right, inner_smul_right, inner_unperturbed, Complex.ofReal_mul,
        Complex.ofReal_sub, ← inner_mul_inner_swap]
      ring
    rw [h, Complex.ofReal_re]
  have hT : (⟪V (b o), unperturbed b E (V (b o)) - (E o : ℂ) • V (b o)⟫_ℂ).re
      = ∑ k ∈ Finset.univ.erase o, (E k - E o) * ‖⟪b k, V (b o)⟫_ℂ‖ ^ 2 := by
    rw [← b.sum_inner_mul_inner (V (b o)), Complex.re_sum]
    simp only [ht]
    rw [← Finset.add_sum_erase Finset.univ _ (Finset.mem_univ o), sub_self, zero_mul, zero_add]
  rw [variance_eq_sum b V o hV, hT, secondOrderEnergy, neg_neg]
  -- Cauchy-Schwarz with weights given by the excitation energies
  refine Finset.sum_sq_le_sum_mul_sum_of_sq_le_mul _ (fun k hk => ?_) (fun k hk => ?_)
    (fun k hk => ?_)
  · exact div_nonneg (sq_nonneg _) (hgap k (Finset.ne_of_mem_erase hk)).le
  · exact mul_nonneg (hgap k (Finset.ne_of_mem_erase hk)).le (sq_nonneg _)
  · apply le_of_eq
    rw [div_mul_eq_mul_div, eq_div_iff (hgap k (Finset.ne_of_mem_erase hk)).ne']
    ring

end

end UnsoeldBounds
```

Write T = ⟨V b_o|(H₀ − E_o)V b_o⟩. Inserting the basis gives

T = ∑_{k≠o} (E_k − E_o)|V_ko|²,

because the k = o term has a zero factor. For positive gaps, write each |V_ko|² as the product of |V_ko|/√(E_k − E_o) and |V_ko|√(E_k − E_o). The Cauchy-Schwarz inequality then gives

s² ≤ (−E₂)·T.

When T > 0 this reads E₂ ≤ −s²/T, an upper bound that needs no M. It is at least as tight as −s/M, since T ≤ M·s.

In Lean, `hT` is the sum for T. The Cauchy-Schwarz lemma used at the end works without square roots: it asks for two non-negative weights whose product is at least the square of |V_ko|², and here the two are equal.

## Three states in numbers

Take energies 0, 2 and 3, with the lowest state as b_o, and let V have the matrix elements V_oo = 0.1, V_1o = 0.2 and V_2o = 0.3. Then

s = (0.01 + 0.04 + 0.09) − 0.01 = 0.13,

E₂ = −(0.04/2 + 0.09/3) = −0.05.

With m = 2 and M = 3, the bounds are −0.065 and about −0.0433. The moment is T = 2 · 0.04 + 3 · 0.09 = 0.35, so −s²/T ≈ −0.0483, which is closer to E₂ than −s/M. The lower bound is not attained, because the state with gap 3 is coupled. The mean excitation energy that reproduces E₂ is Δ = 0.13/0.05 = 2.6.

```lean
#print axioms UnsoeldBounds.secondOrderEnergy_of_firstOrder
#print axioms UnsoeldBounds.unsoeld_bounds
#print axioms UnsoeldBounds.lower_bound_attained_iff
#print axioms UnsoeldBounds.variance_sq_le_moment
```

```
'UnsoeldBounds.secondOrderEnergy_of_firstOrder' depends on axioms: [propext, Classical.choice, Quot.sound]
'UnsoeldBounds.unsoeld_bounds' depends on axioms: [propext, Classical.choice, Quot.sound]
'UnsoeldBounds.lower_bound_attained_iff' depends on axioms: [propext, Classical.choice, Quot.sound]
'UnsoeldBounds.variance_sq_le_moment' depends on axioms: [propext, Classical.choice, Quot.sound]
```
